# Sorted by norm, the inverse powers $|k|^{-p}$ on the lattice $\mathbb{Z}^d$ fall off as $N^{-p/d}$

A momentum tail of $|k|^{-8}$ is not an $N^{-8}$ law for a sorted list of orbitals. A code that confuses the two in three dimensions predicts a value of order $10^{-24}$ at position $N=1000$, where the true value of $|k|^{-8}$, with $k$ an integer vector, is about $5\times10^{-7}$. For a small occupation cutoff, a basis size chosen from that extrapolation is far too small. The conversion between the exponents comes from counting wave vectors: for large $R$, the number of them in a ball of radius $R$ is nearly proportional to $R^d$, so the norm at position $N$ grows as $N^{1/d}$.

## Two-sided bound at every position

Let $d\ge 1$ be the dimension and let $k_0,k_1,\dots$ list the nonzero points of $\mathbb{Z}^d$, each exactly once, with nondecreasing Euclidean norm $|k_n|$. The index starts at zero, so $N=n+1$ is the position in the list. For every real $p\ge 0$ and every $n$,

$$
(\sqrt d)^{-p}\,(n+1)^{-p/d}\;\le\;|k_n|^{-p}\;\le\;3^{p}\,(n+1)^{-p/d}.
$$

For $d=3$, the powers $p=8$ and $p=10$ give the exponents $8/3$ and $10/3$.

## Truncating plane-wave natural orbitals

In a periodic cubic cell of side $L$, the physical wave vectors are $2\pi k/L$ with $k\in\mathbb{Z}^d$. If the state is translation invariant, plane waves are natural orbitals and the momentum distribution gives their occupations. In the three-dimensional electron gas, the power 8 stands for the tail produced by the cusp where two electrons of opposite spin meet. The power 10 stands for the fully spin-polarised gas, where antisymmetry makes the wavefunction vanish at coalescence. Both tails hold only well above the Fermi momentum, so the exponents describe orbitals far beyond the Fermi sea.

The bound therefore translates a momentum tail into an occupation law for electronic-structure codes, in the model where the occupation is a pure power of $|k|$ on a cubic lattice. When $p>d$, comparing the sum with an integral shows that the total weight beyond position $N$ scales as $N^{1-p/d}$, which is $N^{-5/3}$ for $p=8$ and $N^{-7/3}$ for $p=10$ in three dimensions.

## Counting lattice points in two cubes

Write $R=|k_n|$. Since $k_n$ is a nonzero integer vector, some component has absolute value at least one, and $R\ge 1$.

**Upper bound on the position.** The points $k_0,\dots,k_n$ are distinct and have norm at most $R$. Each of their components is an integer of absolute value at most $\lfloor R\rfloor$, so they all lie in a cube with $(2\lfloor R\rfloor+1)^d$ lattice points. Hence

$$
n+1\le(2\lfloor R\rfloor+1)^d\le(2R+1)^d\le(3R)^d,
$$

where the last step uses $R\ge1$.

**Lower bound on the position.** Put $q=R/\sqrt d$ and $m=\lceil q\rceil-1$, so that $m<q\le m+1$. Every point $x$ of the cube $\{0,\dots,m\}^d$ satisfies

$$
|x|\le m\sqrt d<R.
$$

If $x\neq0$, then $x=k_j$ for some $j$. The case $j\ge n$ would give $|x|\ge R$, so $j<n$. The cube thus contains at most the origin and the $n$ earlier points, and

$$
\left(\frac{R}{\sqrt d}\right)^d\le(m+1)^d\le n+1.
$$

**Taking powers.** Raising both bounds to the power $-p/d\le0$ reverses the inequalities:

$$
(3R)^{-p}\le(n+1)^{-p/d}\le\left(\frac{R}{\sqrt d}\right)^{-p}.
$$

Multiplying the left inequality by $3^p$ gives the upper bound on $R^{-p}$. Multiplying the right one by $(\sqrt d)^{-p}$ gives the lower bound.

**Existence of the list.** Order all lattice points by norm and break ties with a fixed injective labelling by natural numbers. Each point has finitely many predecessors, because a ball contains finitely many lattice points. The number of predecessors is a rank that differs from point to point and increases along the order. There are infinitely many nonzero points, so listing them by increasing rank gives the required sequence.

## Lean source for the bound and the ordered list

```lean
import Mathlib

open Finset

namespace TorusWeylCounting

noncomputable section

variable {d : ℕ}

/-- The Euclidean norm of a wave vector of the torus, a point of the lattice `ℤ^d`. -/
def radius (x : Fin d → ℤ) : ℝ := √(∑ i, (x i : ℝ) ^ 2)

/-- The sequence `k` lists every nonzero wave vector exactly once. -/
structure Enumerates (k : ℕ → Fin d → ℤ) : Prop where
  injective : Function.Injective k
  ne_zero : ∀ n, k n ≠ 0
  exhaustive : ∀ x, x ≠ 0 → ∃ n, k n = x

/-- The sequence `f` lies between two positive multiples of `(n + 1)^(-s)`. -/
def DecaysAs (f : ℕ → ℝ) (s : ℝ) : Prop :=
  ∃ c > (0 : ℝ), ∃ C > (0 : ℝ), ∀ n : ℕ,
    c * ((n : ℝ) + 1) ^ (-s) ≤ f n ∧ f n ≤ C * ((n : ℝ) + 1) ^ (-s)

/-- If the nonzero wave vectors can be listed, the dimension is positive. -/
theorem Enumerates.pos {k : ℕ → Fin d → ℤ} (hk : Enumerates k) : 0 < d := by
  refine Nat.pos_of_ne_zero ?_
  rintro rfl
  exact hk.ne_zero 0 (Subsingleton.elim _ _)

/-- Each component of a wave vector is at most its norm in absolute value. -/
theorem abs_le_radius (x : Fin d → ℤ) (i : Fin d) : |(x i : ℝ)| ≤ radius x :=
  Real.abs_le_sqrt (single_le_sum (f := fun i => (x i : ℝ) ^ 2)
    (fun _ _ => sq_nonneg _) (mem_univ i))

/-- A nonzero wave vector has norm at least one. -/
theorem one_le_radius {x : Fin d → ℤ} (hx : x ≠ 0) : 1 ≤ radius x := by
  obtain ⟨i, hi⟩ := Function.ne_iff.mp hx
  have h : (1 : ℤ) ≤ |x i| := Int.one_le_abs hi
  have h' : (1 : ℝ) ≤ |(x i : ℝ)| := by exact_mod_cast h
  exact h'.trans (abs_le_radius x i)

/-- A wave vector in the ball of radius `R` lies in the cube of half-side `⌊R⌋`. -/
theorem mem_box {x : Fin d → ℤ} {R : ℝ} (h : radius x ≤ R) :
    x ∈ Fintype.piFinset (fun _ : Fin d => Icc (-(⌊R⌋₊ : ℤ)) ⌊R⌋₊) := by
  refine Fintype.mem_piFinset.mpr fun i => ?_
  have h1 : (x i).natAbs ≤ ⌊R⌋₊ := Nat.le_floor (by
    rw [Nat.cast_natAbs, Int.cast_abs]
    exact (abs_le_radius x i).trans h)
  rw [mem_Icc]
  omega

/-- In an enumeration by nondecreasing norm, the position `n + 1` of a wave vector is
at most `(3 |k_n|)^d`. -/
theorem position_le {k : ℕ → Fin d → ℤ} (hk : Enumerates k)
    (hm : Monotone fun n => radius (k n)) (n : ℕ) :
    (n : ℝ) + 1 ≤ (3 * radius (k n)) ^ d := by
  have hR := one_le_radius (hk.ne_zero n)
  -- the first n + 1 points fit into a cube
  have hcard := card_le_card_of_injOn (s := range (n + 1)) k
    (fun m h => mem_box (hm (show m ≤ n by simp at h; omega))) hk.injective.injOn
  have hN : ((⌊radius (k n)⌋₊ : ℤ) + 1 - -(⌊radius (k n)⌋₊ : ℤ)).toNat
      = 2 * ⌊radius (k n)⌋₊ + 1 := by omega
  simp only [card_range, Fintype.card_piFinset, prod_const, card_univ, Fintype.card_fin,
    Int.card_Icc, hN] at hcard
  have hfl := Nat.floor_le (zero_le_one.trans hR)
  calc (n : ℝ) + 1 ≤ ((2 * ⌊radius (k n)⌋₊ + 1 : ℕ) : ℝ) ^ d := by exact_mod_cast hcard
    _ ≤ _ := pow_le_pow_left₀ (by positivity) (by push_cast; linarith) d

/-- In an enumeration by nondecreasing norm, the position `n + 1` of a wave vector is
at least `(|k_n| / √d)^d`. -/
theorem le_position {k : ℕ → Fin d → ℤ} (hk : Enumerates k)
    (hm : Monotone fun n => radius (k n)) (n : ℕ) :
    (radius (k n) / √d) ^ d ≤ (n : ℝ) + 1 := by
  have hR := one_le_radius (hk.ne_zero n)
  have hd : 0 < √(d : ℝ) := Real.sqrt_pos.mpr (by exact_mod_cast hk.pos)
  have hq : 0 < radius (k n) / √d := by positivity
  obtain ⟨m, hc⟩ := Nat.exists_eq_succ_of_ne_zero (Nat.ceil_pos.mpr hq).ne'
  have hlt : (m : ℝ) < radius (k n) / √d := Nat.lt_ceil.mp (by omega)
  have hle : radius (k n) / √d ≤ (m : ℝ) + 1 := by
    have := Nat.le_ceil (radius (k n) / √d)
    rw [hc] at this
    exact_mod_cast this
  -- a cube inside the open ball holds only the origin and earlier points
  have hsub : Fintype.piFinset (fun _ : Fin d => Icc (0 : ℤ) m)
      ⊆ insert 0 ((range n).image k) := by
    intro x hx
    have hx' := fun i => mem_Icc.mp (Fintype.mem_piFinset.mp hx i)
    have hr : radius x ≤ m * √d := by
      refine Real.sqrt_le_iff.mpr ⟨by positivity, ?_⟩
      calc ∑ i, (x i : ℝ) ^ 2 ≤ ∑ _i : Fin d, (m : ℝ) ^ 2 := sum_le_sum fun i _ =>
            pow_le_pow_left₀ (by exact_mod_cast (hx' i).1) (by exact_mod_cast (hx' i).2) 2
        _ = (m * √d) ^ 2 := by
            rw [mul_pow, Real.sq_sqrt (Nat.cast_nonneg d)]
            simp [mul_comm]
    by_cases h0 : x = 0
    · exact mem_insert.mpr (Or.inl h0)
    · obtain ⟨j, rfl⟩ := hk.exhaustive x h0
      have hj : j < n := lt_of_not_ge fun h =>
        absurd (hm h) (not_le_of_gt (hr.trans_lt ((lt_div_iff₀ hd).mp hlt)))
      exact mem_insert_of_mem (mem_image_of_mem k (mem_range.mpr hj))
  have hcard := (card_le_card hsub).trans ((card_insert_le _ _).trans
    (Nat.succ_le_succ card_image_le))
  have hN : ((m : ℤ) + 1 - 0).toNat = m + 1 := by omega
  simp only [card_range, Fintype.card_piFinset, prod_const, card_univ, Fintype.card_fin,
    Int.card_Icc, hN] at hcard
  exact (pow_le_pow_left₀ hq.le hle d).trans (by exact_mod_cast hcard)

/-- If the nonzero wave vectors are listed by nondecreasing norm and `p ≥ 0`, then `|k_n|^(-p)` lies
between explicit multiples of `(n + 1)^(-p/d)`. -/
theorem weyl_power_law {k : ℕ → Fin d → ℤ} (hk : Enumerates k)
    (hm : Monotone fun n => radius (k n)) {p : ℝ} (hp : 0 ≤ p) (n : ℕ) :
    (√d) ^ (-p) * ((n : ℝ) + 1) ^ (-(p / d)) ≤ radius (k n) ^ (-p) ∧
      radius (k n) ^ (-p) ≤ 3 ^ p * ((n : ℝ) + 1) ^ (-(p / d)) := by
  have hR : 0 < radius (k n) := one_pos.trans_le (one_le_radius (hk.ne_zero n))
  have hd : (0 : ℝ) < d := by exact_mod_cast hk.pos
  have hs : 0 < √(d : ℝ) := Real.sqrt_pos.mpr hd
  have hz : -(p / d) ≤ 0 := neg_nonpos.mpr (by positivity)
  have root : ∀ a : ℝ, 0 < a → (a ^ d) ^ (-(p / d)) = a ^ (-p) := fun a ha => by
    rw [← Real.rpow_natCast, ← Real.rpow_mul ha.le]
    congr 1
    field_simp
  constructor
  · have hq := div_pos hR hs
    have h := Real.rpow_le_rpow_of_nonpos (pow_pos hq d) (le_position hk hm n) hz
    rw [root _ hq, Real.div_rpow hR.le hs.le, le_div_iff₀ (Real.rpow_pos_of_pos hs _)] at h
    exact (mul_comm _ _).trans_le h
  · have h := Real.rpow_le_rpow_of_nonpos (by positivity) (position_le hk hm n) hz
    rw [root _ (mul_pos three_pos hR)] at h
    calc radius (k n) ^ (-p) = 3 ^ p * (3 * radius (k n)) ^ (-p) := by
          rw [Real.mul_rpow (by norm_num) hR.le, ← mul_assoc, ← Real.rpow_add (by norm_num),
            add_neg_cancel, Real.rpow_zero, one_mul]
      _ ≤ _ := mul_le_mul_of_nonneg_left h (by positivity)

/-- In every dimension `d ≥ 1` the nonzero wave vectors can be listed by nondecreasing norm. -/
theorem exists_enumeration (hd : 0 < d) :
    ∃ k : ℕ → Fin d → ℤ, Enumerates k ∧ Monotone fun n => radius (k n) := by
  obtain ⟨e, he⟩ := exists_injective_nat (Fin d → ℤ)
  -- order by norm, ties broken by e; g counts the predecessors
  let key : (Fin d → ℤ) → ℝ ×ₗ ℕ := fun x => toLex (radius x, e x)
  let g : (Fin d → ℤ) → ℕ := fun x => {y | key y < key x}.ncard
  have hg : ∀ x y, key x < key y → g x < g y := fun x y h =>
    Set.ncard_lt_ncard ⟨fun z hz => (show key z < key x from hz).trans h,
      fun hs => lt_irrefl (key x) (hs h)⟩ ((finite_toSet _).subset fun z hz =>
        mem_box (R := radius y) ((Prod.Lex.toLex_lt_toLex.mp hz).elim le_of_lt fun h => h.1.le))
  have ginj : Function.Injective g := by
    intro x y h
    by_contra hne
    have hkey : key x ≠ key y := fun h' => hne (he (congrArg (fun z => (ofLex z).2) h'))
    rcases lt_or_gt_of_ne hkey with h1 | h1
    · exact (hg x y h1).ne h
    · exact (hg y x h1).ne h.symm
  let P : ℕ → Prop := fun m => ∃ x, x ≠ 0 ∧ g x = m
  have inf : (Set.ofPred P).Infinite := by
    refine Set.infinite_of_injective_forall_mem
      (f := fun n : ℕ => g (fun _ => (n : ℤ) + 1)) (fun a b h => ?_) fun n => ⟨_, ?_, rfl⟩
    · have h' : (a : ℤ) + 1 = (b : ℤ) + 1 := congrFun (ginj h) ⟨0, hd⟩
      omega
    · intro h
      have h' : (n : ℤ) + 1 = 0 := congrFun h ⟨0, hd⟩
      omega
  have hmem : ∀ n, ∃ x, x ≠ 0 ∧ g x = Nat.nth P n := fun n => Nat.nth_mem_of_infinite inf n
  choose k hk0 hkg using hmem
  have hmono := Nat.nth_strictMono inf
  refine ⟨k, ⟨fun a b h => hmono.injective (by rw [← hkg a, ← hkg b, h]), hk0, ?_⟩, ?_⟩
  · intro x hx
    have h : g x ∈ Set.range (Nat.nth P) := by
      rw [Nat.range_nth_of_infinite inf]
      exact ⟨x, hx, rfl⟩
    obtain ⟨n, hn⟩ := h
    exact ⟨n, ginj ((hkg n).trans hn)⟩
  · intro a b hab
    refine le_of_not_gt fun h => absurd
      (hg (k b) (k a) (Prod.Lex.toLex_lt_toLex.mpr (Or.inl h))) (not_lt_of_ge ?_)
    rw [hkg, hkg]
    exact hmono.monotone hab

/-- In three dimensions, with the nonzero wave vectors listed by nondecreasing norm,
`|k_n|^(-8)` decays as `(n + 1)^(-8/3)` and `|k_n|^(-10)` as `(n + 1)^(-10/3)`. -/
theorem three_dimensional_laws {k : ℕ → Fin 3 → ℤ} (hk : Enumerates k)
    (hm : Monotone fun n => radius (k n)) :
    DecaysAs (fun n => radius (k n) ^ (-8 : ℝ)) (8 / 3) ∧
      DecaysAs (fun n => radius (k n) ^ (-10 : ℝ)) (10 / 3) := by
  have law : ∀ p : ℝ, 0 ≤ p → DecaysAs (fun n => radius (k n) ^ (-p)) (p / 3) := fun p hp =>
    ⟨(√3) ^ (-p), by positivity, 3 ^ p, by positivity, fun n => by
      simpa only [Nat.cast_ofNat] using weyl_power_law hk hm hp n⟩
  exact ⟨law 8 (by norm_num), law 10 (by norm_num)⟩

end

end TorusWeylCounting
```

```lean
#print axioms TorusWeylCounting.weyl_power_law
-- 'TorusWeylCounting.weyl_power_law' depends on axioms: [propext, Classical.choice, Quot.sound]
#print axioms TorusWeylCounting.exists_enumeration
-- 'TorusWeylCounting.exists_enumeration' depends on axioms: [propext, Classical.choice, Quot.sound]
#print axioms TorusWeylCounting.three_dimensional_laws
-- 'TorusWeylCounting.three_dimensional_laws' depends on axioms: [propext, Classical.choice, Quot.sound]
```

## Wave vectors, lists and decay in Lean

A wave vector is a function `Fin d → ℤ`, which holds its $d$ integer components in units of $2\pi/L$. `radius` is its Euclidean norm. The structure `Enumerates k` says that the sequence has no repetitions, omits the origin and reaches every other lattice point. The ordering is the separate hypothesis `hm`, which says that the norm is monotone along the sequence. Vectors of equal norm may appear in any order, so the result does not depend on how a code sorts within a shell.

`weyl_power_law` is the displayed bound with its explicit constants, for real `p` with `0 ≤ p`. It needs no hypothesis on the dimension, because `Enumerates.pos` derives `0 < d` from the existence of the list. `exists_enumeration` shows that an ordered list exists in every positive dimension.

`DecaysAs f s` says that `f n` lies between two positive multiples of $(n+1)^{-s}$ for every $n$, including the first entry. `three_dimensional_laws` states this for $|k_n|^{-8}$ with `s` equal to `8 / 3`, and for $|k_n|^{-10}$ with `s` equal to `10 / 3`.

## From cube counts to real powers in the proof

`abs_le_radius` bounds each component by the norm, and `one_le_radius` gives $R\ge1$. `mem_box` places a ball of radius $R$ inside the cube of half-side $\lfloor R\rfloor$. `position_le` then compares cardinalities: `card_le_card_of_injOn` turns the injective map from the first $n+1$ indices into the cube into the upper bound on the position.

`le_position` follows the second count. It obtains $m$ from the ceiling of $R/\sqrt d$, and its step `hsub` proves that the smaller cube is contained in the origin together with the earlier points.

In `weyl_power_law`, the local fact `root` simplifies $(a^d)^{-p/d}$ to $a^{-p}$ for positive $a$, and `Real.rpow_le_rpow_of_nonpos` performs the reversal of the inequalities. `three_dimensional_laws` inserts $d=3$ and the two powers.

In `exists_enumeration`, `key` is the pair of norm and tie-breaking label, and `g` counts predecessors. `Nat.nth` picks out the ranks of the nonzero points in increasing order, and the sequence `k` consists of the points with those ranks.

## Fixed exponents, loose prefactors

The bounds hold at every position, so they need no "sufficiently large $N$". Their constants are crude, however. For $d=3$ and $p=8$ they are $1/81$ and $6561$, a ratio of $531441$. Weyl's law gives the leading prefactor: if $\omega_d$ is the volume of the unit ball, then for large $N$ the value of $|k|^{-p}$ at position $N$ is close to $(\omega_d/N)^{p/d}$. For $d=3$ and $p=8$ the prefactor is $(4\pi/3)^{8/3}\approx 46$, with $k$ an integer vector. For an occupation with the tail $A\,|2\pi k/L|^{-8}$, this prefactor is multiplied by $A\,(L/2\pi)^8$.

The theorems concern powers of lattice norms; the electron gas, its cusps and its momentum distribution enter only through the interpretation above. If an occupation lies between $a|k|^{-p}$ and $b|k|^{-p}$ with $a,b>0$, multiplying the bound by these constants gives the same exponent along the list ordered by norm. Sorting by the occupations themselves may produce a different order, and that rearrangement would need its own argument.

The lattice is cubic and the norm is isotropic. A skewed or elongated cell changes the order of the physical wave vectors, so the stated constants do not carry over to it directly. The origin is excluded throughout, and a code that stores the zero wave vector first must shift its index: with zero-based storage, array index $N$ then holds the nonzero vector at position $N$.
